# Quadratic charge equilibration at fixed total charge has a unique minimum exactly when every nonzero neutral displacement has positive curvature

Let \(A\) be a real symmetric matrix on \(N\ge 1\) atoms, \(\chi\) any real vector and \(Q\) any real total charge. The energy

\[
E(q)=\chi\cdot q+\tfrac12\,q\cdot Aq
\]

has a unique minimiser among the charge vectors with \(\sum_i q_i=Q\) if and only if \(v\cdot Av>0\) for every nonzero \(v\) with \(\sum_i v_i=0\). If some such neutral \(v\) has \(v\cdot Av<0\), the energy at total charge \(Q\) has no lower bound.

## Charges that respond to their surroundings

In a charge-equilibration model the atomic charges \(q_i\) are found by minimising an energy at fixed nuclear positions. The electronegativity \(\chi_i\) is the linear cost of putting positive charge (removing electrons) on atom \(i\). The diagonal element \(A_{ii}\) is its hardness, the second derivative of the energy with respect to \(q_i\), and the off-diagonal elements describe the Coulomb coupling between atoms, usually damped at short range.

Because the total charge is fixed, the system can only move charge from some atoms to others. Such a move is a neutral displacement \(v\), and \(v\cdot Av\) is the curvature of the energy along it. Neither \(\chi\) nor \(Q\) enters the criterion. In a machine-learned potential of this quadratic form that predicts \(\chi\) from the environment and takes \(A\) from a fixed formula, whether the energy has a unique minimum is therefore decided by \(A\) alone at each geometry. Solving the linear equations for a stationary point does not test this, since their solution can be unique without being a minimum.

## The energy along a displacement

For a real number \(t\),

\[
E(q+tv)=\chi\cdot q+t\,\chi\cdot v+\tfrac12\left(q\cdot Aq+t\,q\cdot Av+t\,v\cdot Aq+t^2\,v\cdot Av\right).
\]

Symmetry gives \(q\cdot Av=v\cdot Aq\), so

\[
E(q+tv)=E(q)+t\,v\cdot(\chi+Aq)+\tfrac{t^2}{2}\,v\cdot Av .
\]

This is exact, and every comparison of energies below rests on it.

## From positive curvature to a unique minimum

Assume positive curvature along all nonzero neutral displacements. Write \(\mathbf 1\) for the vector of ones, and look for charges \(q\) and a number \(l\) with

\[
Aq-l\mathbf 1=-\chi,\qquad \sum_i q_i=Q .
\]

The first equation says that \(\partial E/\partial q_i=l\) on every atom, so \(l\) is the equalised electronegativity, common to all atoms. With \(q_i\) counted in units of the proton charge, it is minus the electronic chemical potential. The system has as many equations as unknowns, so it is solvable if its homogeneous version has only the zero solution. Suppose \(Av=l\mathbf 1\) and \(\sum_i v_i=0\). Then \(v\cdot Av=l\sum_i v_i=0\), which forces \(v=0\). What remains is \(l\mathbf 1=0\), and with at least one atom \(l=0\).

Take the solution \(q\). For neutral \(v\), the slope is \(v\cdot(\chi+Aq)=l\sum_i v_i=0\). Any other \(p\) of total charge \(Q\) differs from \(q\) by the neutral vector \(p-q\), and the expansion with \(t=1\) gives

\[
E(p)=E(q)+\tfrac12\,(p-q)\cdot A(p-q)>E(q).
\]

Hence \(q\) is the unique minimiser.

## From a unique minimum to positive curvature

Let \(q\) be the unique minimiser and \(v\neq0\) neutral. Both \(q+v\) and \(q-v\) have total charge \(Q\). If either had energy no higher than \(E(q)\), it would be a second minimiser. So \(E(q+v)>E(q)\) and \(E(q-v)>E(q)\). Adding the two inequalities cancels the slope:

\[
0<E(q+v)+E(q-v)-2E(q)=v\cdot Av .
\]

## Negative and zero curvature

Suppose \(v\) is neutral with \(v\cdot Av=-2k\), \(k>0\), and let \(M\) be any energy. Start from \(q_i=Q/N\), and set \(g=v\cdot(\chi+Aq)\) and \(D=E(q)-M\). Choose

\[
t=1+\frac{|g|+|D|}{k},\qquad\text{so that}\qquad kt=k+|g|+|D| .
\]

Then

\[
E(q+tv)-M=D+tg-kt^2=(D-|D|)-(t-1)|D|-t(|g|-g)-tk<0,
\]

since the first three terms are at most zero and the last is negative.

If instead \(v\cdot Av=0\) for a nonzero neutral \(v\) and a minimiser \(q\) exists, let \(g=v\cdot(\chi+Aq)\) at this \(q\). Then \(E(q\pm v)=E(q)\pm g\ge E(q)\), so \(g=0\). The energy is constant along \(q+tv\), and every point of that line is a minimiser.

## Two atoms

Label the atoms 0 and 1, with hardnesses \(J_1\) and \(J_2\) respectively and coupling \(\gamma\). A neutral displacement has \(v_1=-v_0\), so

\[
v\cdot Av=(J_1+J_2-2\gamma)\,v_0^2 .
\]

A unique minimiser exists exactly when \(2\gamma<J_1+J_2\). For positive hardnesses and a bare Coulomb coupling \(\gamma=1/R\) in atomic units, this fails once \(R\le 2/(J_1+J_2)\). In this two-atom model, short-range damping that keeps \(\gamma\) below the mean hardness prevents the failure.

## How the Lean statements express the model

The atoms are the elements of a finite type `n`, charges and electronegativities are functions `n → ℝ`, and `A` is a real matrix indexed by atoms. The notation `⬝ᵥ` is the dot product and `*ᵥ` is matrix times vector. The definition `energy` fixes the convention with a factor one half, so the diagonal of `A` holds full second derivatives.

`IsMinimiser A χ Q q` says that `q` has total charge `Q` and that no other charge vector of that total has lower energy. It is a global condition, and ties are allowed. `NeutralStable A` is the positive-curvature condition.

The main theorem, `existsUnique_minimiser_iff`, states that `∃! q, IsMinimiser A χ Q q` is equivalent to `NeutralStable A`. It assumes `A.IsSymm`, which holds for pairwise interactions that are the same in both directions, and `[Nonempty n]`. With no atoms, a nonzero `Q` could not be reached although the stability condition would hold trivially. With one atom the only neutral displacement is zero, and the unique minimiser is \(q=Q\).

`unbounded_below` takes a neutral `v` of negative curvature and gives, for every real `M`, charges of total `Q` with energy below `M`. `minimiser_shift_of_flat` takes a minimiser as a hypothesis; it does not claim that one exists in the marginal case.

Charges may be any real numbers, without bounds from valence or ionisation. The geometry enters only through the given `A` and `χ`, and whether a particular damped Coulomb formula satisfies the criterion has to be settled separately.

## The same criterion with one charge eliminated

The constraint could also be built into the variables. Pick a reference atom \(r\), write \(q_r=Q-\sum_{i\ne r}q_i\), and minimise freely over the other \(N-1\) charges. The criterion then becomes ordinary positive definiteness of

\[
B_{ij}=A_{ij}-A_{ir}-A_{rj}+A_{rr},\qquad i,j\neq r .
\]

This suits a numerical test by Cholesky factorisation. In exchange, the statement singles out an atom, and the total charge enters through the coefficients of the reduced energy (its constant and linear terms) instead of through a visible constraint.

## The Lean file

```lean
import Mathlib

open Matrix

namespace ChargeEquilibrationStability

noncomputable section

variable {n : Type*} [Fintype n]

/-- Charge-equilibration energy of the atomic charges `q`, with electronegativities `χ`
and hardness matrix `A`. -/
def energy (A : Matrix n n ℝ) (χ q : n → ℝ) : ℝ :=
  χ ⬝ᵥ q + 1 / 2 * (q ⬝ᵥ A *ᵥ q)

/-- The charges `q` have total charge `Q` and the lowest energy among all charges
with that total. -/
def IsMinimiser (A : Matrix n n ℝ) (χ : n → ℝ) (Q : ℝ) (q : n → ℝ) : Prop :=
  ∑ i, q i = Q ∧ ∀ p : n → ℝ, ∑ i, p i = Q → energy A χ q ≤ energy A χ p

/-- Every nonzero charge displacement of zero total charge has positive curvature. -/
def NeutralStable (A : Matrix n n ℝ) : Prop :=
  ∀ v : n → ℝ, ∑ i, v i = 0 → v ≠ 0 → 0 < v ⬝ᵥ A *ᵥ v

/-- A neutral displacement leaves the total charge unchanged. -/
theorem charge_shift {q v : n → ℝ} {Q : ℝ} (hq : ∑ i, q i = Q) (hv : ∑ i, v i = 0)
    (t : ℝ) : ∑ i, (q + t • v) i = Q := by
  simp only [Pi.add_apply, Pi.smul_apply, smul_eq_mul, Finset.sum_add_distrib,
    ← Finset.mul_sum, hq, hv, mul_zero, add_zero]

/-- Exact second-order expansion of the energy along a charge displacement `v`. -/
theorem energy_shift {A : Matrix n n ℝ} (hA : A.IsSymm) (χ q v : n → ℝ) (t : ℝ) :
    energy A χ (q + t • v) =
      energy A χ q + t * (v ⬝ᵥ (χ + A *ᵥ q)) + t ^ 2 / 2 * (v ⬝ᵥ A *ᵥ v) := by
  -- symmetry merges the two cross terms
  have hs : q ⬝ᵥ A *ᵥ v = v ⬝ᵥ A *ᵥ q := by
    rw [Matrix.dotProduct_mulVec, ← Matrix.mulVec_transpose, hA.eq, dotProduct_comm]
  simp only [energy, Matrix.mulVec_add, Matrix.mulVec_smul, dotProduct_add, add_dotProduct,
    dotProduct_smul, smul_dotProduct, smul_eq_mul, hs, dotProduct_comm v χ]
  ring

/-- If `A` has positive curvature along every nonzero neutral displacement, there are charges `q` of
total `Q` for which `χ + A *ᵥ q` has zero dot product with every neutral displacement. -/
theorem exists_stationary [Nonempty n] {A : Matrix n n ℝ} (hS : NeutralStable A)
    (χ : n → ℝ) (Q : ℝ) :
    ∃ q : n → ℝ, ∑ i, q i = Q ∧
      ∀ v : n → ℝ, ∑ i, v i = 0 → v ⬝ᵥ (χ + A *ᵥ q) = 0 := by
  have hone : ∀ v : n → ℝ, ∑ i, v i = 0 → ∀ l : ℝ,
      v ⬝ᵥ (l • (fun _ => (1 : ℝ))) = 0 := by
    intro v hv l
    have h1 : v ⬝ᵥ (fun _ => (1 : ℝ)) = ∑ i, v i := by simp [dotProduct]
    rw [dotProduct_smul, h1, hv, smul_zero]
  -- the linear map of the system, acting on the charges and one extra real number
  let T : ((n → ℝ) × ℝ) →ₗ[ℝ] ((n → ℝ) × ℝ) :=
    { toFun := fun x => (A *ᵥ x.1 - x.2 • (fun _ => (1 : ℝ)), ∑ i, x.1 i)
      map_add' := by
        intro x y
        refine Prod.ext ?_ ?_
        · simp only [Prod.fst_add, Prod.snd_add, Matrix.mulVec_add, add_smul]
          abel
        · simp [Finset.sum_add_distrib]
      map_smul' := by
        intro c x
        refine Prod.ext ?_ ?_
        · simp only [Prod.smul_fst, Prod.smul_snd, Matrix.mulVec_smul, RingHom.id_apply,
            smul_sub, smul_assoc]
        · simp [Finset.mul_sum] }
  have hinj : Function.Injective T := by
    refine (injective_iff_map_eq_zero T).2 ?_
    rintro ⟨v, l⟩ h
    have h1 : A *ᵥ v - l • (fun _ => (1 : ℝ)) = 0 := congrArg Prod.fst h
    have h2 : ∑ i, v i = 0 := congrArg Prod.snd h
    have hv : v = 0 := by
      by_contra hne
      have hp := hS v h2 hne
      rw [sub_eq_zero.mp h1, hone v h2 l] at hp
      exact lt_irrefl _ hp
    subst hv
    have hl : l = 0 := by simpa using congrFun h1 (Classical.arbitrary n)
    rw [hl]
    rfl
  -- in finite dimension, injectivity gives solvability
  obtain ⟨⟨q, l⟩, h⟩ := LinearMap.injective_iff_surjective.mp hinj (-χ, Q)
  have h1 : A *ᵥ q - l • (fun _ => (1 : ℝ)) = -χ := congrArg Prod.fst h
  have h2 : ∑ i, q i = Q := congrArg Prod.snd h
  refine ⟨q, h2, fun v hv => ?_⟩
  rw [sub_eq_iff_eq_add.mp h1, add_neg_cancel_left]
  exact hone v hv l

/-- At fixed total charge the energy has a unique minimiser exactly when every nonzero
neutral charge displacement has positive curvature. -/
theorem existsUnique_minimiser_iff [Nonempty n] {A : Matrix n n ℝ} (hA : A.IsSymm)
    (χ : n → ℝ) (Q : ℝ) :
    (∃! q, IsMinimiser A χ Q q) ↔ NeutralStable A := by
  constructor
  · rintro ⟨q, hq, huniq⟩ v hv hne
    -- uniqueness makes every nonzero step along `v` cost energy
    have key : ∀ t : ℝ, t ≠ 0 → energy A χ q < energy A χ (q + t • v) := by
      intro t ht
      by_contra hle
      have hm : IsMinimiser A χ Q (q + t • v) :=
        ⟨charge_shift hq.1 hv t, fun p hp => (not_lt.mp hle).trans (hq.2 p hp)⟩
      have h0 : t • v = 0 := by simpa using huniq _ hm
      exact smul_ne_zero ht hne h0
    -- opposite displacements cancel the linear term
    have h1 := key 1 one_ne_zero
    have h2 := key (-1) (by norm_num)
    rw [energy_shift hA] at h1 h2
    linarith
  · intro hS
    obtain ⟨q, hq, hstat⟩ := exists_stationary hS χ Q
    have hneut : ∀ p : n → ℝ, ∑ i, p i = Q → ∑ i, (p - q) i = 0 := by
      intro p hp
      simp only [Pi.sub_apply, Finset.sum_sub_distrib, hp, hq, sub_self]
    -- the energy above the stationary point is purely quadratic
    have gap : ∀ p : n → ℝ, ∑ i, p i = Q →
        energy A χ p = energy A χ q + 1 / 2 * ((p - q) ⬝ᵥ A *ᵥ (p - q)) := by
      intro p hp
      have e := energy_shift hA χ q (p - q) 1
      rw [one_smul, add_sub_cancel, hstat _ (hneut p hp)] at e
      linarith
    refine ⟨q, ⟨hq, fun p hp => ?_⟩, fun p hp => ?_⟩
    · by_cases hpq : p = q
      · rw [hpq]
      · have := hS (p - q) (hneut p hp) (sub_ne_zero.mpr hpq)
        linarith [gap p hp]
    · by_contra hpq
      have := hS (p - q) (hneut p hp.1) (sub_ne_zero.mpr hpq)
      linarith [gap p hp.1, hp.2 q hq]

/-- If some neutral displacement has negative curvature, the energy at any fixed total
charge falls below every bound. -/
theorem unbounded_below {A : Matrix n n ℝ} (hA : A.IsSymm) (χ : n → ℝ) (Q : ℝ)
    {v : n → ℝ} (hv : ∑ i, v i = 0) (hneg : v ⬝ᵥ A *ᵥ v < 0) (M : ℝ) :
    ∃ q : n → ℝ, ∑ i, q i = Q ∧ energy A χ q < M := by
  -- a downward parabola passes below any level
  have quad : ∀ g c D : ℝ, c < 0 → ∃ t : ℝ, D + t * g + t ^ 2 / 2 * c < 0 := by
    intro g c D hc
    obtain ⟨k, hk⟩ : ∃ k : ℝ, c = -2 * k := ⟨-c / 2, by ring⟩
    have hk0 : 0 < k := by linarith
    obtain ⟨t, ht⟩ : ∃ t : ℝ, t = 1 + (|g| + |D|) / k := ⟨_, rfl⟩
    have ht1 : 1 ≤ t := by
      rw [ht]
      exact le_add_of_nonneg_right (by positivity)
    have hkt : k * t = k + |g| + |D| := by
      rw [ht, mul_add, mul_div_cancel₀ _ hk0.ne']
      ring
    have e : t ^ 2 / 2 * c = -(t * (k + |g| + |D|)) := by
      rw [← hkt, hk]
      ring
    refine ⟨t, ?_⟩
    rw [e]
    have a1 : 0 ≤ t * (|g| - g) := mul_nonneg (by linarith) (sub_nonneg.mpr (le_abs_self g))
    have a2 : 0 ≤ (t - 1) * |D| := mul_nonneg (by linarith) (abs_nonneg D)
    have a3 : 0 < t * k := mul_pos (by linarith) hk0
    nlinarith [le_abs_self D]
  have hn : Nonempty n := by
    by_contra h
    have : IsEmpty n := not_nonempty_iff.mp h
    simp [dotProduct] at hneg
  -- start from the total charge spread evenly over the atoms
  have hq : ∑ _i : n, Q / (Fintype.card n : ℝ) = Q := by
    have hc : (Fintype.card n : ℝ) ≠ 0 := Nat.cast_ne_zero.mpr Fintype.card_ne_zero
    rw [Finset.sum_const, Finset.card_univ, nsmul_eq_mul]
    field_simp
  let q : n → ℝ := fun _ => Q / (Fintype.card n : ℝ)
  obtain ⟨t, ht⟩ := quad (v ⬝ᵥ (χ + A *ᵥ q)) _ (energy A χ q - M) hneg
  refine ⟨q + t • v, charge_shift hq hv t, ?_⟩
  rw [energy_shift hA]
  linarith

/-- Shifting a minimiser along a neutral displacement of zero curvature gives another
minimiser. -/
theorem minimiser_shift_of_flat {A : Matrix n n ℝ} (hA : A.IsSymm) {χ q v : n → ℝ} {Q : ℝ}
    (hq : IsMinimiser A χ Q q) (hv : ∑ i, v i = 0) (hflat : v ⬝ᵥ A *ᵥ v = 0) (t : ℝ) :
    IsMinimiser A χ Q (q + t • v) := by
  have h1 := hq.2 _ (charge_shift hq.1 hv 1)
  have h2 := hq.2 _ (charge_shift hq.1 hv (-1))
  rw [energy_shift hA, hflat] at h1 h2
  -- minimality in both directions removes the slope
  have hg : v ⬝ᵥ (χ + A *ᵥ q) = 0 := by linarith
  refine ⟨charge_shift hq.1 hv t, fun p hp => ?_⟩
  rw [energy_shift hA, hflat, hg, mul_zero, mul_zero, add_zero, add_zero]
  exact hq.2 p hp

/-- Two atoms with hardnesses `J₁`, `J₂` and coupling `γ` have a unique charge minimiser
at fixed total charge exactly when `2γ < J₁ + J₂`. -/
theorem diatomic_criterion (J₁ J₂ γ Q : ℝ) (χ : Fin 2 → ℝ) :
    (∃! q, IsMinimiser !![J₁, γ; γ, J₂] χ Q q) ↔ 2 * γ < J₁ + J₂ := by
  have hA : (!![J₁, γ; γ, J₂] : Matrix (Fin 2) (Fin 2) ℝ).IsSymm :=
    Matrix.IsSymm.ext (by intro i j; fin_cases i <;> fin_cases j <;> rfl)
  rw [existsUnique_minimiser_iff hA]
  -- neutral displacements only transfer charge between the atoms
  have hform : ∀ v : Fin 2 → ℝ, ∑ i, v i = 0 →
      v ⬝ᵥ !![J₁, γ; γ, J₂] *ᵥ v = (J₁ + J₂ - 2 * γ) * v 0 ^ 2 := by
    intro v hv
    rw [Fin.sum_univ_two] at hv
    have h1 : v 1 = -v 0 := by linarith
    simp [dotProduct, Matrix.mulVec, Fin.sum_univ_two, h1]
    ring
  constructor
  · intro h
    have hs : ∑ i, (![1, -1] : Fin 2 → ℝ) i = 0 := by simp [Fin.sum_univ_two]
    have hp := h ![1, -1] hs (fun h0 => by simpa using congrFun h0 0)
    rw [hform _ hs] at hp
    simp at hp
    linarith
  · intro h v hv hne
    rw [hform v hv]
    have h0 : v 0 ≠ 0 := by
      intro h0
      rw [Fin.sum_univ_two] at hv
      have h1 : v 1 = 0 := by linarith
      exact hne (funext (Fin.forall_fin_two.2 ⟨h0, h1⟩))
    exact mul_pos (by linarith) (by positivity)

end

end ChargeEquilibrationStability
```

```lean
#print axioms ChargeEquilibrationStability.existsUnique_minimiser_iff
#print axioms ChargeEquilibrationStability.unbounded_below
#print axioms ChargeEquilibrationStability.minimiser_shift_of_flat
#print axioms ChargeEquilibrationStability.diatomic_criterion
```

```
'ChargeEquilibrationStability.existsUnique_minimiser_iff' depends on axioms: [propext, Classical.choice, Quot.sound]
'ChargeEquilibrationStability.unbounded_below' depends on axioms: [propext, Classical.choice, Quot.sound]
'ChargeEquilibrationStability.minimiser_shift_of_flat' depends on axioms: [propext, Classical.choice, Quot.sound]
'ChargeEquilibrationStability.diatomic_criterion' depends on axioms: [propext, Classical.choice, Quot.sound]
```

## How the proof follows the derivation

**Expansion.** `charge_shift` checks that a neutral displacement preserves the total charge. `energy_shift` is the exact expansion. Its local fact `hs` is the equality of the two cross terms, the only place where symmetry is used directly; `simp only` multiplies out the products and `ring` collects them.

**Stationary charges.** In `exists_stationary`, the linear map `T` sends \((q,l)\) to \((Aq-l\mathbf 1,\sum_i q_i)\). The step `hinj` is the argument about the homogeneous system: stability removes `v`, and evaluating the remaining equation at an arbitrary atom removes `l`. `LinearMap.injective_iff_surjective` then supplies a solution for the right-hand side `(-χ, Q)`. The auxiliary fact `hone` says that a neutral vector is orthogonal to any multiple of \(\mathbf 1\), and it serves both in the injectivity argument and in the final vanishing of the slope.

**The equivalence.** In the forward direction of `existsUnique_minimiser_iff`, `key` shows that every nonzero step along `v` raises the energy, since otherwise uniqueness would give `t • v = 0`. It is applied at \(t=1\) and \(t=-1\), and `linarith` adds the two inequalities. In the reverse direction, `gap` is the purely quadratic energy difference. It is used twice, once to show that the stationary point is a minimiser and once to exclude any other.

**Negative curvature.** In `unbounded_below`, `quad` is the statement about a downward parabola, with the same \(k\) and \(t\) as above. The facts `a1`, `a2` and `a3` are the signs of the terms in the decomposition, and `nlinarith` combines them with \(D\le|D|\). The theorem needs no separate assumption that atoms exist, because a negative value of \(v\cdot Av\) already implies it.

**Zero curvature and the diatomic.** `minimiser_shift_of_flat` compares the minimiser with its two opposite shifts to obtain `hg`, the vanishing slope, after which the shifted energy equals the original one. `diatomic_criterion` rewrites the claim with the main theorem and computes the curvature in `hform`. One direction tests the displacement `![1, -1]`; the other uses the fact that a nonzero neutral vector on two atoms has `v 0 ≠ 0`.
